# In the mean-field Néel state, $U\,\partial m_x/\partial b_x=1$ and $U\,\partial m_z/\partial b_z<1$

Take the half-filled two-sublattice Hubbard model with a nested band, in Hartree–Fock theory at zero temperature on a finite momentum mesh. Let $\mathbf b$ be the total staggered field in the mean-field Hamiltonian, and $\mathbf m$ the staggered magnetization that it induces in the filled lower bands, with the sign and units fixed below. If $\mathbf b=(0,0,D)$ with $D\neq0$ is self-consistent for the interaction $U$, meaning $D=Um_z$, then $U\mathbf m$ follows a small transverse change of the field with slope exactly one, and a longitudinal change with slope less than one.

```lean
import Mathlib

open Matrix
open scoped Kronecker

noncomputable section

namespace HubbardMeanField

variable {K : Type*} [Fintype K]

/-- The three Pauli matrices, in the order x, y, z. -/
def pauli : Fin 3 → Matrix (Fin 2) (Fin 2) ℂ :=
  ![!![0, 1; 1, 0], !![0, -Complex.I; Complex.I, 0], !![1, 0; 0, -1]]

/-- The coupling `b·σ` of a spin to the field `b`. -/
def spinField (b : Fin 3 → ℝ) : Matrix (Fin 2) (Fin 2) ℂ := ∑ a, (b a : ℂ) • pauli a

/-- The mean-field Hamiltonian `e τ_z + τ_x (b·σ)`; the first tensor factor carries `τ`. -/
def ham (e : ℝ) (b : Fin 3 → ℝ) : Matrix (Fin 2 × Fin 2) (Fin 2 × Fin 2) ℂ :=
  (e : ℂ) • (pauli 2 ⊗ₖ 1) + pauli 0 ⊗ₖ spinField b

/-- The quasiparticle energy `E = √(e² + |b|²)`. -/
def energy (e : ℝ) (b : Fin 3 → ℝ) : ℝ := √(e ^ 2 + ∑ a, b a ^ 2)

/-- The matrix `P = (1 - H/E)/2`, for `E > 0`. -/
def proj (e : ℝ) (b : Fin 3 → ℝ) : Matrix (Fin 2 × Fin 2) (Fin 2 × Fin 2) ℂ :=
  (1 / 2 : ℂ) • (1 - (energy e b : ℂ)⁻¹ • ham e b)

/-- The staggered magnetization `m_a = -(1/4) avg tr(P τ_x σ_a)` over a nonempty finite
momentum mesh with band energies `ε`, for `E > 0` on the mesh. -/
def stagMag (ε : K → ℝ) (b : Fin 3 → ℝ) (a : Fin 3) : ℝ :=
  -(1 / 4) * ((∑ k, (trace (proj (ε k) b * (pauli 0 ⊗ₖ pauli a))).re) / Fintype.card K)

/-- The mean-field Hamiltonian squares to the number `e² + |b|²`. -/
theorem ham_sq (e : ℝ) (b : Fin 3 → ℝ) :
    ham e b * ham e b = ((e ^ 2 + ∑ a, b a ^ 2 : ℝ) : ℂ) • 1 := by
  have hS : spinField b = !![(b 2 : ℂ), b 0 - b 1 * Complex.I;
      b 0 + b 1 * Complex.I, -b 2] := by
    ext i j
    fin_cases i <;> fin_cases j <;> simp [spinField, pauli, Fin.sum_univ_three]
    ring
  have hSS : spinField b * spinField b = ((∑ a, b a ^ 2 : ℝ) : ℂ) • 1 := by
    rw [hS]
    ext i j
    fin_cases i <;> fin_cases j <;>
      simp [Matrix.mul_apply, Fin.sum_univ_two, Fin.sum_univ_three] <;>
      first
        | ring1
        | linear_combination (-(b 1 : ℂ) ^ 2) * Complex.I_sq
  obtain ⟨h1, h2, h3⟩ : pauli 2 * pauli 2 = 1 ∧ pauli 0 * pauli 0 = 1 ∧
      pauli 2 * pauli 0 = (-1 : ℂ) • (pauli 0 * pauli 2) := by
    refine ⟨?_, ?_, ?_⟩ <;> ext i j <;> fin_cases i <;> fin_cases j <;>
      simp [pauli, Matrix.mul_apply, Fin.sum_univ_two]
  -- the cross terms cancel because `τ_z` and `τ_x` anticommute
  simp only [ham, add_mul, mul_add, Matrix.smul_mul, Matrix.mul_smul, ← mul_kronecker_mul,
    h1, h2, h3, hSS, one_mul, mul_one, smul_kronecker, kronecker_smul, one_kronecker_one]
  push_cast
  module

/-- In a nonzero field the quasiparticle energy is positive and obeys `E² = e² + |b|²`. -/
theorem energy_spec (e : ℝ) {b : Fin 3 → ℝ} (hb : b ≠ 0) :
    0 < energy e b ∧ energy e b ^ 2 = e ^ 2 + ∑ a, b a ^ 2 := by
  obtain ⟨i, hi⟩ := Function.ne_iff.1 hb
  have hi' : b i ≠ 0 := hi
  have hs : 0 < ∑ a, b a ^ 2 :=
    Finset.sum_pos' (fun _ _ => sq_nonneg _) ⟨i, Finset.mem_univ i, by positivity⟩
  exact ⟨Real.sqrt_pos.2 (by positivity), Real.sq_sqrt (by positivity)⟩

/-- For `E > 0`, the matrix `P` is idempotent. -/
theorem proj_idem (e : ℝ) (b : Fin 3 → ℝ) (hE : 0 < energy e b) :
    proj e b * proj e b = proj e b := by
  have hne : (energy e b : ℂ) ≠ 0 := by exact_mod_cast hE.ne'
  have hH : ham e b * ham e b = ((energy e b : ℂ) ^ 2) • 1 := by
    rw [ham_sq, ← Complex.ofReal_pow, energy, Real.sq_sqrt (by positivity)]
  have hx : proj e b * proj e b = (1 / 4 : ℂ) • (1 - (2 * (energy e b : ℂ)⁻¹) • ham e b
      + ((energy e b : ℂ)⁻¹ ^ 2) • (ham e b * ham e b)) := by
    simp only [proj, Matrix.smul_mul, Matrix.mul_smul, sub_mul, mul_sub, one_mul, mul_one]
    module
  rw [hx, hH, smul_smul, ← mul_pow, inv_mul_cancel₀ hne, one_pow, proj]
  module

/-- With `E_k > 0` and `E_k² = e_k² + |b|²`, the magnetization is `m_a = avg b_a/(2E)`. -/
theorem stagMag_eq (ε : K → ℝ) (b : Fin 3 → ℝ) (a : Fin 3) (E : K → ℝ)
    (hE : ∀ k, 0 < E k) (hsq : ∀ k, E k ^ 2 = ε k ^ 2 + ∑ c, b c ^ 2) :
    stagMag ε b a = (∑ k, b a / (2 * E k)) / Fintype.card K := by
  -- trace orthogonality of the Pauli matrices
  have ho : ∀ c d, trace (pauli c * pauli d) = if c = d then 2 else 0 := by
    intro c d
    fin_cases c <;> fin_cases d <;>
      simp [pauli, trace_fin_two] <;> norm_num
  have hS : trace (spinField b * pauli a) = b a * 2 := by
    simp [spinField, Finset.sum_mul, trace_sum, trace_smul, ho]
  have h20 : trace (pauli 2 * pauli 0) = 0 := by simp [ho]
  have h00 : trace (pauli 0 * pauli 0) = 2 := by simp [ho]
  have h0 : trace (pauli 0 ⊗ₖ pauli a) = 0 := by
    rw [trace_kronecker]
    simp [pauli, trace_fin_two]
  have key : ∀ k, (trace (proj (ε k) b * (pauli 0 ⊗ₖ pauli a))).re = -(2 * b a / E k) := by
    intro k
    have hen : energy (ε k) b = E k := by rw [energy, ← hsq, Real.sqrt_sq (hE k).le]
    have hH : trace (ham (ε k) b * (pauli 0 ⊗ₖ pauli a)) = 4 * b a := by
      rw [ham, add_mul, Matrix.smul_mul, ← mul_kronecker_mul, ← mul_kronecker_mul, trace_add,
        trace_smul, trace_kronecker, trace_kronecker, h20, h00, hS, zero_mul, smul_zero]
      ring
    have ht : trace (proj (ε k) b * (pauli 0 ⊗ₖ pauli a)) = ((-(2 * b a / E k) : ℝ) : ℂ) := by
      rw [proj, hen, Matrix.smul_mul, sub_mul, one_mul, Matrix.smul_mul, trace_smul,
        trace_sub, trace_smul, h0, hH]
      push_cast
      simp only [smul_eq_mul]
      ring
    rw [ht, Complex.ofReal_re]
  have hs : ∑ k, b a / (2 * E k) = -(1 / 4) * ∑ k, -(2 * b a / E k) := by
    rw [Finset.mul_sum]
    exact Finset.sum_congr rfl fun k _ => by ring
  simp only [stagMag, key]
  rw [hs]
  ring

/-- At `b ≠ 0`, a field change along `v` changes the magnetization at the rate
`avg [v_a/(2E) - b_a (b·v)/(2E³)]`. -/
theorem response (ε : K → ℝ) {b : Fin 3 → ℝ} (hb : b ≠ 0) (v : Fin 3 → ℝ) (a : Fin 3) :
    HasDerivAt (fun t : ℝ => stagMag ε (b + t • v) a)
      ((∑ k, (v a / (2 * energy (ε k) b) - b a * (b ⬝ᵥ v) / (2 * energy (ε k) b ^ 3)))
        / Fintype.card K) 0 := by
  have hl : ∀ c, HasDerivAt (fun t : ℝ => (b + t • v) c) (v c) 0 := by
    intro c
    simpa using ((hasDerivAt_id (0 : ℝ)).mul_const (v c)).const_add (b c)
  have hk : ∀ k, HasDerivAt (fun t : ℝ => (b + t • v) a / (2 * energy (ε k) (b + t • v)))
      (v a / (2 * energy (ε k) b) - b a * (b ⬝ᵥ v) / (2 * energy (ε k) b ^ 3)) 0 := by
    intro k
    have h0 := (energy_spec (ε k) hb).1
    have hq : HasDerivAt (fun t : ℝ => ε k ^ 2 + ∑ c, (b + t • v) c ^ 2)
        (2 * (b ⬝ᵥ v)) 0 := by
      refine ((HasDerivAt.fun_sum (u := Finset.univ)
        (fun c _ => (hl c).fun_pow 2)).const_add (ε k ^ 2)).congr_deriv ?_
      simp [dotProduct, Fin.sum_univ_three]
      ring
    have hE : HasDerivAt (fun t : ℝ => energy (ε k) (b + t • v))
        ((b ⬝ᵥ v) / energy (ε k) b) 0 := by
      refine (hq.sqrt ?_).congr_deriv ?_
      · simp only [zero_smul, add_zero]
        exact (Real.sqrt_pos.1 h0).ne'
      · simp only [zero_smul, add_zero, energy]
        exact mul_div_mul_left _ _ two_ne_zero
    have hne := h0.ne'
    refine ((hl a).fun_div (hE.const_mul 2) (by simpa using hne)).congr_deriv ?_
    simp only [zero_smul, add_zero]
    field_simp
  -- the field stays nonzero near `t = 0`, so the closed form applies there
  have hc : ContinuousAt (fun t : ℝ => b + t • v) 0 := by fun_prop
  refine ((HasDerivAt.fun_sum (u := Finset.univ) fun k _ => hk k).div_const
    (Fintype.card K : ℝ)).congr_of_eventuallyEq ?_
  filter_upwards [hc.eventually_ne (show b + (0 : ℝ) • v ≠ 0 by simpa using hb)] with t ht
  exact stagMag_eq ε _ a (fun k => energy (ε k) (b + t • v))
    (fun k => (energy_spec _ ht).1) (fun k => (energy_spec _ ht).2)

/-- For a staggered field `(0,0,D)` with `D ≠ 0` and `D = U m_z`, the transverse response is
`U ∂m_x/∂b_x = 1` and the longitudinal response `U ∂m_z/∂b_z` is smaller than one. -/
theorem neel_response {U D : ℝ} {ε : K → ℝ} (hD : D ≠ 0)
    (hgap : D = U * stagMag ε ![0, 0, D] 2) :
    HasDerivAt (fun t : ℝ => U * stagMag ε ![t, 0, D] 0) 1 0 ∧
    ∃ r < 1, HasDerivAt (fun t : ℝ => U * stagMag ε ![0, 0, D + t] 2) r 0 := by
  have hb : (![0, 0, D] : Fin 3 → ℝ) ≠ 0 := fun h => hD (by simpa using congrFun h 2)
  have hE := fun k => (energy_spec (ε k) hb).1
  -- self-consistency is the gap equation `U avg 1/(2E) = 1`
  have hg : U * ((∑ k, 1 / (2 * energy (ε k) ![0, 0, D])) / Fintype.card K) = 1 := by
    have hs : ∑ k, (![0, 0, D] : Fin 3 → ℝ) 2 / (2 * energy (ε k) ![0, 0, D])
        = D * ∑ k, 1 / (2 * energy (ε k) ![0, 0, D]) := by
      rw [Finset.mul_sum]
      refine Finset.sum_congr rfl fun k _ => ?_
      change D / _ = _
      ring
    rw [stagMag_eq ε _ 2 (fun k => energy (ε k) ![0, 0, D]) hE
      (fun k => (energy_spec _ hb).2), hs] at hgap
    apply mul_left_cancel₀ hD
    linear_combination -hgap
  have e1 : ∀ t : ℝ, (![0, 0, D] : Fin 3 → ℝ) + t • ![1, 0, 0] = ![t, 0, D] := by
    intro t
    ext i
    fin_cases i <;> simp
  have e2 : ∀ t : ℝ, (![0, 0, D] : Fin 3 → ℝ) + t • ![0, 0, 1] = ![0, 0, D + t] := by
    intro t
    ext i
    fin_cases i <;> simp
  have h1 := (response ε hb ![1, 0, 0] 0).const_mul U
  have h2 := (response ε hb ![0, 0, 1] 2).const_mul U
  simp only [e1] at h1
  simp only [e2] at h2
  refine ⟨h1.congr_deriv (Eq.trans (by simp) hg), _, ?_, h2⟩
  rcases isEmpty_or_nonempty K with hK | hK
  · simp at hg
  have hN : (0 : ℝ) < Fintype.card K := by exact_mod_cast Fintype.card_pos
  have hS : 0 ≤ (∑ k, 1 / (2 * energy (ε k) ![0, 0, D])) / (Fintype.card K : ℝ) :=
    div_nonneg (Finset.sum_nonneg fun k _ => by
      have := hE k
      positivity) hN.le
  -- the gap equation forces a repulsive interaction
  have hU : 0 < U := by
    by_contra hU
    nlinarith [mul_nonneg (neg_nonneg.2 (not_lt.1 hU)) hS]
  refine lt_of_lt_of_eq (mul_lt_mul_of_pos_left (div_lt_div_of_pos_right
    (Finset.sum_lt_sum_of_nonempty Finset.univ_nonempty fun k _ => ?_) hN) hU) hg
  have hdot : (![0, 0, D] : Fin 3 → ℝ) ⬝ᵥ ![0, 0, 1] = D := by
    simp [dotProduct, Fin.sum_univ_three]
  have hpos : 0 < D * D / (2 * energy (ε k) ![0, 0, D] ^ 3) :=
    div_pos (mul_self_pos.2 hD) (mul_pos two_pos (pow_pos (hE k) 3))
  rw [hdot]
  exact sub_lt_self _ hpos

/-- Band energies `±3` with `U = 10` have the self-consistent staggered field `D = 4`. -/
theorem neel_response_witness :
    (4 : ℝ) = 10 * stagMag (![3, -3] : Fin 2 → ℝ) ![0, 0, 4] 2 := by
  rw [stagMag_eq _ _ _ (fun _ => 5) (fun _ => by norm_num)
    (fun k => by fin_cases k <;> simp [Fin.sum_univ_three] <;> norm_num)]
  simp
  norm_num

end HubbardMeanField
```

```lean
#print axioms HubbardMeanField.ham_sq
-- 'HubbardMeanField.ham_sq' depends on axioms: [propext, Classical.choice, Quot.sound]
#print axioms HubbardMeanField.proj_idem
-- 'HubbardMeanField.proj_idem' depends on axioms: [propext, Classical.choice, Quot.sound]
#print axioms HubbardMeanField.neel_response
-- 'HubbardMeanField.neel_response' depends on axioms: [propext, Classical.choice, Quot.sound]
```

## The Hamiltonian and its magnetization

The model is the half-filled Hubbard model in Hartree–Fock theory at zero temperature, with a nested band: a shift by the ordering vector $Q$ reverses the sign of the band energy $e$. The Pauli matrices $\tau$ act on the pair of momenta $k,k+Q$, and $\sigma$ acts on spin:

$$H=e\,\tau_z+\tau_x(\mathbf b\cdot\boldsymbol\sigma),\qquad E=\sqrt{e^2+|\mathbf b|^2}.$$

Since $\tau_z$ and $\tau_x$ anticommute, the cross terms in $H^2$ cancel. The squares leave $H^2=e^2+|\mathbf b|^2=E^2$. For $E>0$, set $P=(1-H/E)/2$. Then

$$P^2=\tfrac14\left(1-\frac{2H}{E}+\frac{H^2}{E^2}\right)=P,\qquad HP=\tfrac12(H-E)=-EP,$$

so $P$ projects onto the filled states at energy $-E$.

The magnetization is $m_a=-\tfrac14\,\mathrm{avg}\,\mathrm{tr}(P\tau_x\sigma_a)$, where avg is the mesh average. With the minus sign, $\mathbf m$ is the negative of the staggered spin per site in units of $\hbar$, and the Hartree–Fock condition reads $\mathbf b=U\mathbf m$. Pauli trace orthogonality gives

$$\mathrm{tr}(H\tau_x\sigma_a)=4b_a,\qquad \mathrm{tr}(P\tau_x\sigma_a)=-\frac{2b_a}{E},\qquad m_a=\mathrm{avg}\,\frac{b_a}{2E}.$$

## Two slopes from one gap equation

Change the field to $\mathbf b+t\mathbf v$. At $t=0$ the energy changes at the rate $\mathbf b\cdot\mathbf v/E$, hence

$$\frac{dm_a}{dt}=\mathrm{avg}\left[\frac{v_a}{2E}-\frac{b_a(\mathbf b\cdot\mathbf v)}{2E^3}\right].$$

At $\mathbf b=(0,0,D)$, self-consistency reads $D=UD\,\mathrm{avg}\,\frac1{2E}$. Dividing by $D$ gives the gap equation

$$U\,\mathrm{avg}\,\frac1{2E}=1,$$

which forces $U>0$, because the average is positive.

For $\mathbf v=(1,0,0)$ we have $\mathbf b\cdot\mathbf v=0$. Only the first term survives, and $U\,\partial m_x/\partial b_x=1$. For $\mathbf v=(0,0,1)$ both terms contribute:

$$r=U\frac{\partial m_z}{\partial b_z}=1-U\,\mathrm{avg}\,\frac{D^2}{2E^3}=U\,\mathrm{avg}\,\frac{e^2}{2E^3}<1.$$

The difference is lost if $E$ is held fixed during differentiation: both slopes then come out as one. A transverse change leaves $E$ unchanged to first order, but a longitudinal change does not.

The transverse value expresses spin-rotation symmetry: turning the field turns the magnetization with it, at no cost in mean-field energy. This is the static Goldstone condition at the ordering vector; the spin-wave spectrum at other momenta and frequencies is a separate calculation. For the iteration $\mathbf b\mapsto U\mathbf m(\mathbf b)$ in this finite-mesh Hartree–Fock model, the slopes $1$ and $0\le r<1$ mean that small errors in the field's amplitude shrink to first order, while small errors in its direction persist.

## Reading the Lean statement

The finite type `K` is the momentum mesh and `ε : K → ℝ` assigns arbitrary real band energies; no lattice or dispersion is specified. Components $x,y,z$ are indexed by `0`, `1`, `2`, so `pauli 2` is the $z$ matrix. In the Kronecker product `⊗ₖ`, the first factor carries $\tau$. The definition `stagMag` uses the trace with `proj`, so the formula $b_a/(2E)$ has to be proved.

In `neel_response`, `hD` says $D\neq0$ and `hgap` is the self-consistency condition. Neither $D>0$ nor $U>0$ is assumed. The conclusion consists of two `HasDerivAt` statements at $t=0$: one for component `0` in the field `![t, 0, D]`, with derivative `1`, and one for component `2` in `![0, 0, D + t]`, with some derivative `r < 1`. An empty mesh is excluded by the hypotheses, since its magnetization evaluates to zero.

The model covers neither doping, temperature nor imperfect nesting, and it takes the mean-field decoupling as given. The existence of a self-consistent $D$ for a given $U$ and mesh is assumed through `hgap`.

## From the Pauli algebra to the inequality

`ham_sq` carries out the squaring of $H$, and `proj_idem` turns it into $P^2=P$. `energy_spec` shows that a nonzero field makes $E$ positive at every mesh point, whatever the band energy. `stagMag_eq` evaluates the traces.

`response` differentiates the closed form by the quotient rule. That form requires $E>0$, so the proof uses continuity to keep $\mathbf b+t\mathbf v$ nonzero for small $t$; there the closed form and the trace definition agree, and so do their derivatives.

In `neel_response`, the step `hg` derives the gap equation by cancelling $D$. The transverse derivative then reduces to its left-hand side. For the longitudinal one, `hU` extracts $U>0$, and the sums are compared term by term: each summand is $1/(2E)$ minus the positive number $D^2/(2E^3)$.

## A two-point mesh and a one-point mesh

`neel_response_witness` gives a self-consistent example: energies $\pm3$ and $D=4$ make $E=5$ at both points, so $m_z=4/10$ and $U=10$. The formula for $r$ gives $0.36$.

With a single mesh point of energy $e$, the gap equation is $E=U/2$. A nonzero solution requires $U>2|e|$ and has $D^2=U^2/4-e^2$ and $r=4e^2/U^2$. At $e=0$ the moment is saturated, $|m_z|=1/2$, and the longitudinal slope is zero. As $U$ decreases towards $2|e|>0$, the order disappears and $r$ approaches one.
